# For a fixed Hessian, new masses scale each sorted vibrational eigenvalue by a factor between the extreme mass ratios

In a kinetic isotope effect calculation, the Hessian of the transition structure can be computed once and then mass-weighted again for each isotopologue. In the harmonic approximation, with the same Hessian throughout, a structure that has one imaginary frequency with the first set of masses has one with every other set of positive masses. Sylvester's law of inertia is enough to show this. The theorem below implies it too, and says more: it bounds the factor by which each sorted eigenvalue changes.

Let \(K\) be the real symmetric Hessian in \(n\) Cartesian coordinates, numbered \(0,\dots,n-1\). Let \(m_i>0\) be the old masses and \(m'_i>0\) the new ones, with diagonal matrices \(M\) and \(M'\). Write \(\lambda_0\le\dots\le\lambda_{n-1}\) for the eigenvalues of \(H=M^{-1/2}KM^{-1/2}\), and \(\lambda'_k\) for those of \(H'=M'^{-1/2}KM'^{-1/2}\) in the same order. They are squared angular frequencies, and a negative one belongs to an imaginary frequency. The claim is that for every \(k\)

\[
\lambda'_k=\theta\,\lambda_k,\qquad \min_i \frac{m_i}{m'_i}\le\theta\le\max_i\frac{m_i}{m'_i}.
\]

The factor \(\theta\) may depend on \(k\).

## Two trial displacements that bracket the new eigenvalue

Let \(S\) be diagonal with entries \(\sqrt{m_i/m'_i}\). Then \(SM^{-1/2}=M'^{-1/2}\), so \(H'=S^{T}HS\). Moreover

\[
|Sx|^2=\sum_i\frac{m_i}{m'_i}\,x_i^2,
\]

so for \(x\neq0\) the ratio \(|Sx|^2/|x|^2\) lies between \(a=\min_i m_i/m'_i\) and \(b=\max_i m_i/m'_i\).

Let \(u_j\) and \(u'_j\) be orthonormal eigenvectors of \(H\) and \(H'\), in the order of their eigenvalues. Look for a vector \(y\) with

\[
u_j\cdot Sy=0\ \ (j<k),\qquad u'_j\cdot y=0\ \ (j>k).
\]

These are \(k+(n-1-k)=n-1\) homogeneous linear equations in \(n\) unknowns, so a nonzero solution exists. In \((Sy)^{T}H(Sy)=\sum_j\lambda_j(u_j\cdot Sy)^2\) only terms with \(j\ge k\) survive, and in \(y^{T}H'y\) only those with \(j\le k\). Hence

\[
\lambda_k|Sy|^2\le (Sy)^{T}H(Sy)=y^{T}H'y\le\lambda'_k|y|^2 .
\]

With the roles exchanged, there is a nonzero \(z\) with \(u'_j\cdot z=0\) for \(j<k\) and \(u_j\cdot Sz=0\) for \(j>k\), which gives

\[
\lambda'_k|z|^2\le z^{T}H'z=(Sz)^{T}H(Sz)\le\lambda_k|Sz|^2 .
\]

Put \(\theta_1=|Sy|^2/|y|^2\) and \(\theta_2=|Sz|^2/|z|^2\). Both lie in \([a,b]\), and \(\theta_1\lambda_k\le\lambda'_k\le\theta_2\lambda_k\). The function \(t\mapsto t\lambda_k\) is continuous, so it takes the value \(\lambda'_k\) at some \(\theta\) in \([a,b]\). The sign of \(\lambda_k\) was never used.

Since \(a>0\), \(\lambda'_k\) has the same sign as \(\lambda_k\), or both vanish. The number of imaginary frequencies is therefore unchanged; this corollary is drawn here in prose and has no Lean theorem of its own.

The smallest case is one coordinate with force constant \(\kappa\). Then \(\lambda_0=\kappa/m_0\) and \(\lambda'_0=\kappa/m'_0=(m_0/m'_0)\lambda_0\), and the two bounds coincide.

## Mass-weighting and sorted eigenvalues in Lean

Coordinates are indexed by `Fin n`, which also starts at 0. A mass is attached to each coordinate, so an atom's mass appears three times in a molecular application, though nothing requires such triples.

```lean
import Mathlib

open Matrix

namespace MassChangeBounds

noncomputable section

variable {n : ℕ} {A B K S : Matrix (Fin n) (Fin n) ℝ} {m m' : Fin n → ℝ}
```

The mass-weighted Hessian is the matrix product used above. Positivity of the masses enters later, as a hypothesis of the theorems.

```lean
/-- The mass-weighted Hessian `M^(-1/2) K M^(-1/2)` for positive masses `m i`. -/
def massWeighted (m : Fin n → ℝ) (K : Matrix (Fin n) (Fin n) ℝ) :
    Matrix (Fin n) (Fin n) ℝ :=
  diagonal (fun i => (√(m i))⁻¹) * K * diagonal (fun i => (√(m i))⁻¹)
```

For real matrices `IsHermitian` means symmetric. `sortedEig hA k` is \(\lambda_k\) for the matrix `A` whose symmetry is witnessed by `hA`. The index refers to position in the ordered list and not to the character of a mode: two modes may change places when the masses change.

```lean
/-- The `k`-th eigenvalue of a real symmetric matrix, in ascending order and
counted with multiplicity. -/
def sortedEig (hA : A.IsHermitian) (k : Fin n) : ℝ :=
  hA.eigenvalues (Tuple.sort hA.eigenvalues k)
```

The next lemma supplies the symmetry that `sortedEig` needs for a mass-weighted Hessian.

```lean
/-- Mass-weighting keeps a symmetric Hessian symmetric. -/
theorem massWeighted_isHermitian (m : Fin n → ℝ) (hK : K.IsHermitian) :
    (massWeighted m K).IsHermitian := by
  refine Matrix.IsHermitian.ext fun i j => ?_
  have h := hK.apply i j
  simp only [star_trivial] at h
  simp only [massWeighted, mul_diagonal, diagonal_mul, star_trivial]
  rw [h]
  ring
```

## Normal coordinates and the counting of conditions

The matrix `U` has the sorted eigenvectors as columns. `hU` states their orthonormality and `hAU` the eigenvalue equations. The matrix `Q` in the statement is `Uᵀ`, so \((Qx)_j=u_j\cdot x\), and the two sums are the expansions of \(|x|^2\) and \(x^{T}Ax\) used by hand.

```lean
/-- In suitable normal coordinates `Q x` the squared length is a sum of squares, and the
quadratic form of a real symmetric matrix is the sum of squares weighted by the sorted
eigenvalues. -/
theorem exists_normal_coordinates (hA : A.IsHermitian) :
    ∃ Q : Matrix (Fin n) (Fin n) ℝ, (∀ x, x ⬝ᵥ x = ∑ j, (Q *ᵥ x) j ^ 2) ∧
      ∀ x, x ⬝ᵥ (A *ᵥ x) = ∑ j, sortedEig hA j * (Q *ᵥ x) j ^ 2 := by
  let σ := Tuple.sort hA.eigenvalues
  -- the columns of U are the orthonormal modes in sorted order
  let U : Matrix (Fin n) (Fin n) ℝ := fun i j => (hA.eigenvectorBasis (σ j)).ofLp i
  have hU : Uᵀ * U = 1 := by
    ext i j
    have h := orthonormal_iff_ite.mp hA.eigenvectorBasis.orthonormal (σ i) (σ j)
    refine Eq.trans ?_ (h.trans ?_)
    · rw [Matrix.mul_apply, PiLp.inner_apply]
      refine Finset.sum_congr rfl fun l _ => ?_
      change (hA.eigenvectorBasis (σ i)).ofLp l * (hA.eigenvectorBasis (σ j)).ofLp l = _
      simp [mul_comm]
    · simp [Matrix.one_apply]
  have hAU : A * U = U * diagonal (sortedEig hA) := by
    ext i j
    have h := congrFun (hA.mulVec_eigenvectorBasis (σ j)) i
    rw [Matrix.mul_diagonal]
    refine Eq.trans ?_ (h.trans ?_)
    · rfl
    · change hA.eigenvalues (σ j) * (hA.eigenvectorBasis (σ j)).ofLp i
        = (hA.eigenvectorBasis (σ j)).ofLp i * hA.eigenvalues (σ j)
      exact mul_comm _ _
  have key : ∀ x w : Fin n → ℝ, x ⬝ᵥ (U *ᵥ w) = (Uᵀ *ᵥ x) ⬝ᵥ w := fun x w => by
    rw [Matrix.dotProduct_mulVec, Matrix.mulVec_transpose]
  have hx : ∀ x, U *ᵥ (Uᵀ *ᵥ x) = x := fun x => by
    rw [Matrix.mulVec_mulVec, mul_eq_one_comm.mp hU, Matrix.one_mulVec]
  refine ⟨Uᵀ, fun x => ?_, fun x => ?_⟩
  · have h := key x (Uᵀ *ᵥ x)
    rw [hx] at h
    rw [h]
    simp only [dotProduct, sq]
  · have h : A *ᵥ x = U *ᵥ (diagonal (sortedEig hA) *ᵥ (Uᵀ *ᵥ x)) := by
      rw [Matrix.mulVec_mulVec, ← hAU, ← Matrix.mulVec_mulVec, hx]
    rw [h, key]
    simp only [dotProduct, Matrix.mulVec_diagonal]
    exact Finset.sum_congr rfl fun j _ => by ring
```

The linear conditions are collected in a square matrix `N`. Rows before `k` impose the conditions for `A`, rows after `k` those for `B`, and row `k` is zero. The determinant therefore vanishes and a nonzero `y` with \(Ny=0\) exists. The inequalities are then compared term by term: a term is either zero by a row of `N` or controlled by the ordering of the eigenvalues. Allowing two maps `S` and `T` lets one lemma produce both trial displacements.

```lean
/-- For symmetric `A`, `B` and any linear maps `S`, `T` there is a nonzero displacement `y`
such that the quadratic form of `A` at `S y` is at least its `k`-th eigenvalue times `|S y|²`,
and that of `B` at `T y` is at most its `k`-th eigenvalue times `|T y|²`. -/
theorem exists_common_displacement (hA : A.IsHermitian) (hB : B.IsHermitian)
    (S T : Matrix (Fin n) (Fin n) ℝ) (k : Fin n) : ∃ y : Fin n → ℝ, y ≠ 0 ∧
      sortedEig hA k * ((S *ᵥ y) ⬝ᵥ (S *ᵥ y)) ≤ (S *ᵥ y) ⬝ᵥ (A *ᵥ (S *ᵥ y)) ∧
      (T *ᵥ y) ⬝ᵥ (B *ᵥ (T *ᵥ y)) ≤ sortedEig hB k * ((T *ᵥ y) ⬝ᵥ (T *ᵥ y)) := by
  obtain ⟨P, hP1, hP2⟩ := exists_normal_coordinates hA
  obtain ⟨Q, hQ1, hQ2⟩ := exists_normal_coordinates hB
  -- n - 1 linear conditions; the k-th row is empty, so a nonzero solution exists
  let N : Matrix (Fin n) (Fin n) ℝ := fun j i =>
    if j < k then (P * S) j i else if k < j then (Q * T) j i else 0
  obtain ⟨y, hy, hN⟩ := Matrix.exists_mulVec_eq_zero_iff.mpr
    (Matrix.det_eq_zero_of_row_eq_zero (A := N) k fun i => by simp [N])
  refine ⟨y, hy, ?_, ?_⟩
  · rw [hP1 (S *ᵥ y), hP2 (S *ᵥ y), Finset.mul_sum]
    refine Finset.sum_le_sum fun j _ => ?_
    rcases lt_or_ge j k with hj | hj
    · have hrow : (P * S) j = N j := by
        funext i
        simp only [N, if_pos hj]
      have h0 : (P *ᵥ (S *ᵥ y)) j = 0 := by
        rw [Matrix.mulVec_mulVec]
        exact (congrArg (· ⬝ᵥ y) hrow).trans (congrFun hN j)
      simp [h0]
    · exact mul_le_mul_of_nonneg_right (Tuple.monotone_sort hA.eigenvalues hj) (sq_nonneg _)
  · rw [hQ1 (T *ᵥ y), hQ2 (T *ᵥ y), Finset.mul_sum]
    refine Finset.sum_le_sum fun j _ => ?_
    rcases lt_or_ge k j with hj | hj
    · have hrow : (Q * T) j = N j := by
        funext i
        simp only [N, if_neg (not_lt_of_ge hj.le), if_pos hj]
      have h0 : (Q *ᵥ (T *ᵥ y)) j = 0 := by
        rw [Matrix.mulVec_mulVec]
        exact (congrArg (· ⬝ᵥ y) hrow).trans (congrFun hN j)
      simp [h0]
    · exact mul_le_mul_of_nonneg_right (Tuple.monotone_sort hB.eigenvalues hj) (sq_nonneg _)
```

## Ostrowski's theorem for real symmetric matrices

Ostrowski's theorem is usually stated for complex Hermitian matrices; this version is real. It takes `a` and `b` as any bounds on the stretching of squared lengths by `S`, and `S` need not be invertible.

```lean
/-- Ostrowski's theorem: if `B = Sᵀ A S` with `A` symmetric and `a |x|² ≤ |S x|² ≤ b |x|²` for
all `x`, then the `k`-th eigenvalue of `B` is that of `A` times a factor between `a` and `b`. -/
theorem ostrowski (hA : A.IsHermitian) (hB : B.IsHermitian) (hBA : B = Sᵀ * A * S) {a b : ℝ}
    (ha : ∀ x, a * (x ⬝ᵥ x) ≤ (S *ᵥ x) ⬝ᵥ (S *ᵥ x))
    (hb : ∀ x, (S *ᵥ x) ⬝ᵥ (S *ᵥ x) ≤ b * (x ⬝ᵥ x)) (k : Fin n) :
    ∃ θ, a ≤ θ ∧ θ ≤ b ∧ sortedEig hB k = θ * sortedEig hA k := by
  have hq : ∀ x, x ⬝ᵥ (B *ᵥ x) = (S *ᵥ x) ⬝ᵥ (A *ᵥ (S *ᵥ x)) := fun x => by
    rw [hBA, ← Matrix.mulVec_mulVec, ← Matrix.mulVec_mulVec,
      Matrix.dotProduct_mulVec x Sᵀ, Matrix.vecMul_transpose]
  have pos : ∀ x : Fin n → ℝ, x ≠ 0 → 0 < x ⬝ᵥ x := fun x hx =>
    lt_of_le_of_ne (Finset.sum_nonneg fun i _ => mul_self_nonneg (x i))
      (Ne.symm (mt dotProduct_self_eq_zero.mp hx))
  have mem : ∀ x, x ≠ 0 → (S *ᵥ x) ⬝ᵥ (S *ᵥ x) / (x ⬝ᵥ x) ∈ Set.Icc a b := fun x hx =>
    ⟨(le_div_iff₀ (pos x hx)).mpr (ha x), (div_le_iff₀ (pos x hx)).mpr (hb x)⟩
  obtain ⟨y, hy, h1, h2⟩ := exists_common_displacement hA hB S 1 k
  obtain ⟨z, hz, h3, h4⟩ := exists_common_displacement hB hA 1 S k
  simp only [Matrix.one_mulVec] at h2 h3
  rw [hq] at h2 h3
  have l : (S *ᵥ y) ⬝ᵥ (S *ᵥ y) / (y ⬝ᵥ y) * sortedEig hA k ≤ sortedEig hB k := by
    rw [div_mul_eq_mul_div, div_le_iff₀ (pos y hy)]
    linarith
  have u : sortedEig hB k ≤ (S *ᵥ z) ⬝ᵥ (S *ᵥ z) / (z ⬝ᵥ z) * sortedEig hA k := by
    rw [div_mul_eq_mul_div, le_div_iff₀ (pos z hz)]
    linarith
  -- two factors in [a, b] bracket the eigenvalue, so one in between reproduces it
  obtain ⟨θ, ⟨h5, h6⟩, h7⟩ := isPreconnected_Icc.intermediate_value (mem y hy) (mem z hz)
    (f := fun t => t * sortedEig hA k) (by fun_prop) ⟨l, u⟩
  exact ⟨θ, h5, h6, h7.symm⟩
```

Here `hq` is the identity \(x^{T}Bx=(Sx)^{T}A(Sx)\), and `mem` places the ratios in \([a,b]\). The lemma on common displacements is called twice, with the identity matrix on the side of `B`, and yields `y` and `z`. The inequalities `l` and `u` are the lower and upper brackets, and the intermediate value theorem on the interval supplies `θ`.

## The bound for a change of masses

In the main theorem `⨅` and `⨆` are the minimum and maximum of the finitely many ratios, old mass over new. The same `K` stands on both sides. That isotopologues share a Hessian at a common geometry follows from the Born–Oppenheimer approximation, in which the potential energy surface does not depend on the nuclear masses. This is physical input, and the theorem takes it for granted by using one `K`.

```lean
/-- When positive masses `m` are replaced by positive masses `m'`, the `k`-th eigenvalue of the
mass-weighted symmetric Hessian is multiplied by a factor between the smallest and the largest
ratio `m i / m' i`. -/
theorem sortedEig_mass_change (hK : K.IsHermitian) (hm : ∀ i, 0 < m i)
    (hm' : ∀ i, 0 < m' i) (k : Fin n) :
    ∃ θ, (⨅ i, m i / m' i) ≤ θ ∧ θ ≤ (⨆ i, m i / m' i) ∧
      sortedEig (massWeighted_isHermitian m' hK) k
        = θ * sortedEig (massWeighted_isHermitian m hK) k := by
  -- the two mass-weighted Hessians are congruent through S = (M / M')^(1/2)
  let S : Matrix (Fin n) (Fin n) ℝ := diagonal fun i => √(m i) / √(m' i)
  have hS : ∀ x : Fin n → ℝ,
      (S *ᵥ x) ⬝ᵥ (S *ᵥ x) = ∑ i, m i / m' i * (x i * x i) := fun x => by
    simp only [S, dotProduct, Matrix.mulVec_diagonal]
    refine Finset.sum_congr rfl fun i _ => ?_
    have hs : √(m i) / √(m' i) * (√(m i) / √(m' i)) = m i / m' i := by
      rw [div_mul_div_comm, Real.mul_self_sqrt (hm i).le, Real.mul_self_sqrt (hm' i).le]
    rw [← hs]
    ring
  refine ostrowski (S := S) _ _ ?_ (fun x => ?_) (fun x => ?_) k
  · ext i j
    have h1 := (Real.sqrt_pos.mpr (hm i)).ne'
    have h2 := (Real.sqrt_pos.mpr (hm j)).ne'
    have h3 := (Real.sqrt_pos.mpr (hm' i)).ne'
    have h4 := (Real.sqrt_pos.mpr (hm' j)).ne'
    simp only [S, massWeighted, diagonal_transpose, mul_diagonal, diagonal_mul]
    field_simp
  · rw [hS, dotProduct, Finset.mul_sum]
    exact Finset.sum_le_sum fun i _ => mul_le_mul_of_nonneg_right
      (ciInf_le (Set.finite_range fun j => m j / m' j).bddBelow i) (mul_self_nonneg _)
  · rw [hS, dotProduct, Finset.mul_sum]
    exact Finset.sum_le_sum fun i _ => mul_le_mul_of_nonneg_right
      (le_ciSup (Set.finite_range fun j => m j / m' j).bddAbove i) (mul_self_nonneg _)
```

`hS` is the formula for \(|Sx|^2\). The remaining goals are the congruence \(H'=S^{T}HS\), checked entry by entry, and the two bounds, obtained by replacing each ratio with the minimum or maximum.

Suppose that the numerical values of all masses are multiplied by \(c>0\) while those of the Hessian stay the same. Every ratio then equals \(1/c\), the bounds meet and fix the factor, and each eigenvalue is divided by exactly \(c\). This happens when masses are converted from daltons to electron masses and the Hessian stays in hartree/bohr². In that case only the unit of the eigenvalues changes, and the physical frequencies stay the same.

```lean
/-- Change of mass unit: multiplying all positive masses by the same `c > 0` divides every
sorted eigenvalue of the mass-weighted symmetric Hessian by `c`. -/
theorem sortedEig_mass_unit (hK : K.IsHermitian) (hm : ∀ i, 0 < m i) {c : ℝ} (hc : 0 < c)
    (k : Fin n) : sortedEig (massWeighted_isHermitian (fun i => c * m i) hK) k
      = sortedEig (massWeighted_isHermitian m hK) k / c := by
  have : Nonempty (Fin n) := ⟨k⟩
  obtain ⟨θ, h1, h2, h⟩ :=
    sortedEig_mass_change hK hm (m' := fun i => c * m i) (fun i => mul_pos hc (hm i)) k
  have hr : ∀ i, m i / (c * m i) = c⁻¹ := fun i => by
    have h3 := (hm i).ne'
    have h4 := hc.ne'
    field_simp
  -- all mass ratios coincide, so the two bounds pin the factor down
  simp only [hr, ciInf_const, ciSup_const] at h1 h2
  rw [h, le_antisymm h2 h1, div_eq_mul_inv, mul_comm]

end

end MassChangeBounds
```

```lean
#print axioms MassChangeBounds.sortedEig_mass_change
-- 'MassChangeBounds.sortedEig_mass_change' depends on axioms: [propext, Classical.choice, Quot.sound]
#print axioms MassChangeBounds.sortedEig_mass_unit
-- 'MassChangeBounds.sortedEig_mass_unit' depends on axioms: [propext, Classical.choice, Quot.sound]
```
